# The induced-dipole iteration converges geometrically when ‖AT‖ < 1

Let A be the polarisability of a finite set of sites, T the linear map from their dipoles to the field those dipoles produce at the sites, and E the applied field. Choose a norm for the dipole configurations and let ‖AT‖ be the corresponding operator norm. If q = ‖AT‖ < 1, the induced-dipole equation

m = A(E + Tm)

has exactly one solution,

m* = ∑ₖ (AT)ᵏ A E, k = 0, 1, 2, …

If the right-hand side is applied repeatedly to any starting dipoles m₀, the configuration mₖ reached after k updates satisfies

‖mₖ − m*‖ ≤ qᵏ ‖m₀ − m*‖.

For force fields with linearly induced point dipoles and fixed nuclei, this gives a sufficient condition for the plain self-consistent iteration to converge, together with a rate.

## The update and its scattering series

A configuration m lists the dipole components of all sites. It is an element of a real normed space V, which also holds the fields, so units are absorbed into A and T. Both maps are linear and bounded, which is what the type `V →L[ℝ] V` expresses. Neither has to be symmetric or positive, and A may be anisotropic. Linear damping of the dipole field can be included in T, but hyperpolarisability is not covered.

```lean
import Mathlib

namespace InducedDipoles

noncomputable section

variable {V : Type*} [NormedAddCommGroup V] [NormedSpace ℝ V]
```

One update takes the dipoles m, adds their field Tm to the applied field, and lets the sites respond to the total:

S(m) = A(E + Tm).

A self-consistent configuration is one with m = S(m).

```lean
/-- One self-consistency update: the dipoles `m` produce the field `T m`, and the polarisability
`A` responds to the total field `E + T m`. -/
def scfStep (A T : V →L[ℝ] V) (E m : V) : V := A (E + T m)
```

Substituting the equation into itself gives

m = AE + AT m = AE + AT AE + (AT)² m = …

The term AE is the direct response to the applied field, AT AE is the response to the field of those first dipoles, and so on. In Lean `A * T` is composition, with T acting first. The symbol `∑'` returns zero for a series that does not converge, so the definition below acquires its physical meaning only once convergence is proved.

```lean
/-- The scattering series `∑ (A T)^k A E` for the induced dipoles. -/
def inducedDipole (A T : V →L[ℝ] V) (E : V) : V := ∑' k : ℕ, ((A * T) ^ k) (A E)
```

The applied field cancels when two configurations are compared:

S(m) − S(m′) = A(E + Tm) − A(E + Tm′) = A(Tm − Tm′) = AT(m − m′).

The proof uses the linearity of A, then that of T.

```lean
/-- One update multiplies the difference of two dipole configurations by `A T`. -/
theorem scfStep_sub (A T : V →L[ℝ] V) (E m m' : V) :
    scfStep A T E m - scfStep A T E m' = (A * T) (m - m') := by
  change A (E + T m) - A (E + T m') = A (T (m - m'))
  rw [← map_sub, map_sub T, add_sub_add_left_eq_sub]
```

Starting from zero dipoles, the updates build the series term by term. Zero updates give the empty sum. If k updates give the terms i = 0, …, k − 1, then, since S(x) = AT x + AE, one more gives

S(∑_{i<k} (AT)ⁱ AE) = ∑_{i<k} (AT)ⁱ⁺¹ AE + AE = ∑_{i<k+1} (AT)ⁱ AE.

This is an algebraic identity and needs no bound on AT. The Lean proof is the same induction; `Finset.sum_range_succ'` separates the zeroth term AE from the others.

```lean
/-- Starting from zero dipoles, `k` updates give the first `k` terms of the scattering series. -/
theorem iterate_from_zero (A T : V →L[ℝ] V) (E : V) (k : ℕ) :
    (scfStep A T E)^[k] 0 = ∑ i ∈ Finset.range k, ((A * T) ^ i) (A E) := by
  have hp : ∀ (i : ℕ) (v : V), ((A * T) ^ (i + 1)) v = (A * T) (((A * T) ^ i) v) := by
    intro i v
    rw [pow_succ']
    rfl
  have hstep : ∀ x, scfStep A T E x = (A * T) x + A E := by
    intro x
    unfold scfStep
    rw [map_add, add_comm]
    rfl
  induction k with
  | zero => simp
  | succ k ih =>
    rw [Function.iterate_succ_apply', ih, hstep, map_sum, Finset.sum_range_succ']
    simp only [hp]
    rw [pow_zero]
    rfl
```

## Convergence and the self-consistent solution

From here on V is complete, as every finite-dimensional space is, and q < 1. Each factor AT multiplies a norm by at most q, so by induction

‖(AT)ᵏ AE‖ ≤ qᵏ ‖AE‖.

The right-hand sides form a convergent geometric series, and completeness then gives a sum m* for the dipole series. Splitting off its zeroth term and using the continuity of AT to take it outside the sum,

m* = AE + ∑ₖ (AT)ᵏ⁺¹ AE = AE + AT ∑ₖ (AT)ᵏ AE = AE + AT m* = A(E + Tm*).

In the code, `hb` is the geometric bound, `hs` the resulting summability, `h1` the splitting and `h2` the exchange of AT with the sum. The conclusion `HasSum` says that the series converges to `inducedDipole A T E`.

```lean
/-- If `‖A T‖ < 1`, the scattering series converges and its sum solves the induced-dipole
equation. -/
theorem series_solves [CompleteSpace V] (A T : V →L[ℝ] V) (E : V) (h : ‖A * T‖ < 1) :
    HasSum (fun k : ℕ => ((A * T) ^ k) (A E)) (inducedDipole A T E) ∧
      scfStep A T E (inducedDipole A T E) = inducedDipole A T E := by
  have hp : ∀ (i : ℕ) (v : V), ((A * T) ^ (i + 1)) v = (A * T) (((A * T) ^ i) v) := by
    intro i v
    rw [pow_succ']
    rfl
  -- the terms are dominated by a geometric series
  have hb : ∀ k : ℕ, ‖((A * T) ^ k) (A E)‖ ≤ ‖A * T‖ ^ k * ‖A E‖ := by
    intro k
    induction k with
    | zero => simp
    | succ k ih =>
      rw [hp]
      calc ‖(A * T) (((A * T) ^ k) (A E))‖
          ≤ ‖A * T‖ * ‖((A * T) ^ k) (A E)‖ := (A * T).le_opNorm _
        _ ≤ ‖A * T‖ * (‖A * T‖ ^ k * ‖A E‖) := by gcongr
        _ = ‖A * T‖ ^ (k + 1) * ‖A E‖ := by ring
  have hs : Summable (fun k : ℕ => ((A * T) ^ k) (A E)) :=
    Summable.of_norm_bounded
      ((summable_geometric_of_lt_one (norm_nonneg _) h).mul_right ‖A E‖) hb
  refine ⟨hs.hasSum, ?_⟩
  -- split off the direct response `A E`; the rest is `A T` applied to the whole series
  have h1 : ∑' k : ℕ, ((A * T) ^ k) (A E)
      = ((A * T) ^ 0) (A E) + ∑' k : ℕ, ((A * T) ^ (k + 1)) (A E) := hs.tsum_eq_zero_add
  have h0 : ((A * T) ^ 0) (A E) = A E := by
    rw [pow_zero]
    rfl
  have h2 : (A * T) (∑' k : ℕ, ((A * T) ^ k) (A E))
      = ∑' k : ℕ, (A * T) (((A * T) ^ k) (A E)) := (A * T).map_tsum hs
  simp only [hp] at h1
  rw [h0, ← h2] at h1
  unfold scfStep inducedDipole
  rw [map_add]
  exact h1.symm
```

## The error measured by the last change

For a trial configuration m, the change S(m) − m can be computed without knowing m*. Write

m − m* = (S(m) − m*) − (S(m) − m).

Since m* = S(m*), the first bracket equals AT(m − m*). The triangle inequality gives

‖m − m*‖ ≤ q ‖m − m*‖ + ‖S(m) − m‖,

and therefore

‖m − m*‖ ≤ ‖S(m) − m‖ / (1 − q).

As a stopping criterion, this turns a tolerance on the change in one update into a tolerance on the dipoles. When q is close to one, the bound allows an error much larger than the change.

In the proof, `h1` is the operator-norm bound and `h2` the triangle inequality; the last two lines rearrange them, using 1 − q > 0.

```lean
/-- If `‖A T‖ < 1`, the distance of a trial configuration from the sum of the scattering series is
at most the change in one update divided by `1 - ‖A T‖`. -/
theorem error_le_residual [CompleteSpace V] (A T : V →L[ℝ] V) (E m : V) (h : ‖A * T‖ < 1) :
    ‖m - inducedDipole A T E‖ ≤ ‖scfStep A T E m - m‖ / (1 - ‖A * T‖) := by
  have hd := scfStep_sub A T E m (inducedDipole A T E)
  rw [(series_solves A T E h).2] at hd
  have h1 := (A * T).le_opNorm (m - inducedDipole A T E)
  rw [← hd] at h1
  have h2 := norm_sub_le (scfStep A T E m - inducedDipole A T E) (scfStep A T E m - m)
  rw [sub_sub_sub_cancel_left] at h2
  rw [le_div_iff₀ (by linarith)]
  linarith
```

## Uniqueness and the geometric rate

If m = S(m), the change is zero, so the error bound gives m = m*. Conversely, m* has been shown to solve the equation. For the iteration from an arbitrary m₀,

mₖ₊₁ − m* = S(mₖ) − S(m*) = AT(mₖ − m*),

hence

‖mₖ₊₁ − m*‖ ≤ q ‖mₖ − m*‖ ≤ q · qᵏ ‖m₀ − m*‖ = qᵏ⁺¹ ‖m₀ − m*‖.

The theorem `induced_dipoles` has three parts: convergence of the series, an equivalence saying that m solves the equation exactly when it equals the series, and the error bound for every starting point and every k. The notation `(scfStep A T E)^[k] m₀` stands for mₖ.

```lean
/-- If `q = ‖A T‖ < 1`, the scattering series converges to the unique solution of
`m = A (E + T m)`, and after `k` updates the error is at most `q ^ k` times the initial error. -/
theorem induced_dipoles [CompleteSpace V] (A T : V →L[ℝ] V) (E : V) (h : ‖A * T‖ < 1) :
    HasSum (fun k : ℕ => ((A * T) ^ k) (A E)) (inducedDipole A T E) ∧
      (∀ m, m = scfStep A T E m ↔ m = inducedDipole A T E) ∧
      ∀ (m₀ : V) (k : ℕ), ‖(scfStep A T E)^[k] m₀ - inducedDipole A T E‖
        ≤ ‖A * T‖ ^ k * ‖m₀ - inducedDipole A T E‖ := by
  obtain ⟨hsum, hfix⟩ := series_solves A T E h
  refine ⟨hsum, fun m => ⟨fun hm => ?_, fun hm => ?_⟩, fun m₀ k => ?_⟩
  · -- a solution has zero residual, hence zero error
    have hr := error_le_residual A T E m h
    rw [← hm, sub_self, norm_zero, zero_div] at hr
    exact sub_eq_zero.mp (norm_le_zero_iff.mp hr)
  · rw [hm, hfix]
  · induction k with
    | zero => simp
    | succ k ih =>
      have hd := scfStep_sub A T E ((scfStep A T E)^[k] m₀) (inducedDipole A T E)
      rw [hfix] at hd
      rw [Function.iterate_succ_apply', hd]
      calc _ ≤ ‖A * T‖ * ‖(scfStep A T E)^[k] m₀ - inducedDipole A T E‖ :=
            (A * T).le_opNorm _
        _ ≤ ‖A * T‖ * (‖A * T‖ ^ k * ‖m₀ - inducedDipole A T E‖) := by gcongr
        _ = _ := by ring
```

## Real matrices with the Euclidean norm

For N atoms in three dimensions, A and T are 3N × 3N matrices. In Lean `n` is the finite set of component labels, not their number. The function `matOp` lets a matrix act on Euclidean space, where the norm of a configuration is the square root of the sum of its squared components.

```lean
/-- A real matrix acting on Euclidean space. -/
def matOp {n : Type*} [Fintype n] [DecidableEq n] (M : Matrix n n ℝ) :
    EuclideanSpace ℝ n →L[ℝ] EuclideanSpace ℝ n :=
  Matrix.toEuclideanCLM (n := n) (𝕜 := ℝ) M
```

The norm of `matOp (A * T)` is then the smallest q ≥ 0 with ‖ATx‖ ≤ q‖x‖ for all x. Multiplying matrices corresponds to composing their actions, so

((AT)ᵏ A) E = (AT)ᵏ (A E),

where the left side is a matrix product applied to E and the right side is the term of the general series. The facts `hmul` and `hterm` record this translation, after which the general theorem applies. The `∃ m` in the statement is fixed by its first clause: m is the sum of the series.

The condition q < 1 is assumed here. Whether it holds for a given molecular geometry has to be established separately. The next section checks the corresponding condition for the axial dipoles of a pair of atoms, using the largest-component norm instead of the Euclidean one.

```lean
/-- For real matrices with Euclidean operator norm of `A T` below one, the series `∑ (A T)^k A E`
converges to the unique solution of `m = A (E + T m)`, and after `k` updates the error is at most
`‖A T‖ ^ k` times the initial error. -/
theorem induced_dipoles_matrix {n : Type*} [Fintype n] [DecidableEq n]
    (A T : Matrix n n ℝ) (E : EuclideanSpace ℝ n) (h : ‖matOp (A * T)‖ < 1) :
    ∃ m : EuclideanSpace ℝ n,
      HasSum (fun k : ℕ => matOp ((A * T) ^ k * A) E) m ∧
      (∀ m', m' = matOp A (E + matOp T m') ↔ m' = m) ∧
      ∀ (m₀ : EuclideanSpace ℝ n) (k : ℕ),
        ‖(fun x => matOp A (E + matOp T x))^[k] m₀ - m‖
          ≤ ‖matOp (A * T)‖ ^ k * ‖m₀ - m‖ := by
  have hmul : matOp (A * T) = matOp A * matOp T := by
    simp only [matOp, map_mul]
  have hterm : ∀ k : ℕ, matOp ((A * T) ^ k * A) E
      = ((matOp A * matOp T) ^ k) (matOp A E) := by
    intro k
    simp only [matOp, map_mul, map_pow]
    rfl
  rw [hmul] at h ⊢
  simp only [hterm]
  exact ⟨_, induced_dipoles (matOp A) (matOp T) E h⟩
```

## Two atoms in an axial field

Take two atoms of equal polarisability α > 0 at distance R > 0, with all dipoles and fields along the line joining them. A configuration is a pair (m₁, m₂), and the polarisability multiplies both components by α:

A(x₁, x₂) = (αx₁, αx₂).

```lean
/-- Two atoms of equal polarisability `α`, with dipoles along the line joining them. -/
def pairPol (α : ℝ) : ℝ × ℝ →L[ℝ] ℝ × ℝ := α • ContinuousLinearMap.id ℝ (ℝ × ℝ)
```

In Gaussian units, where α is a volume, a point dipole m produces the field 2m/R³ at distance R on its axis. Each atom feels only the other, so T exchanges the components:

T(m₁, m₂) = (2/R³)(m₂, m₁).

```lean
/-- Each axial dipole produces the field `2 m / R ^ 3` at the other atom. -/
def pairField (R : ℝ) : ℝ × ℝ →L[ℝ] ℝ × ℝ :=
  (2 / R ^ 3) • (ContinuousLinearMap.snd ℝ ℝ ℝ).prod (ContinuousLinearMap.fst ℝ ℝ ℝ)
```

Combining the two maps gives

AT(x₁, x₂) = (2α/R³)(x₂, x₁).

Lean's norm on `ℝ × ℝ` is the larger of |x₁| and |x₂|, which the exchange leaves unchanged. Hence ‖AT‖ ≤ 2α/R³. The proof computes the action in `hx` and uses `max_comm` for the exchange.

```lean
/-- For the atom pair, the norm of `A T` (largest-component norm) is at most `2 α / R ^ 3`. -/
theorem pair_norm_le {α R : ℝ} (hα : 0 < α) (hR : 0 < R) :
    ‖pairPol α * pairField R‖ ≤ 2 * α / R ^ 3 := by
  refine ContinuousLinearMap.opNorm_le_bound _ (by positivity) fun x => ?_
  have hx : (pairPol α * pairField R) x = (2 * α / R ^ 3) • (x.2, x.1) := by
    change α • ((2 / R ^ 3) • (x.2, x.1)) = _
    rw [smul_smul]
    congr 1
    ring
  have hc : 0 ≤ 2 * α / R ^ 3 := by positivity
  rw [hx, norm_smul, Real.norm_of_nonneg hc, Prod.norm_def, Prod.norm_def, max_comm]
```

If 2α < R³, this norm is below one and the general theorem applies. In a uniform field F, try equal dipoles d on both atoms:

d = α(F + 2d/R³), so d(1 − 2α/R³) = αF, and d = αF / (1 − 2α/R³).

The pair (d, d) solves the equation, and by uniqueness it is the sum of the scattering series. In the code, `key` is the middle equation and `e` the first.

```lean
/-- In a uniform axial field `F`, with `2 α < R ^ 3`, the scattering series gives each atom
the dipole `α F / (1 - 2 α / R ^ 3)`. -/
theorem pair_dipoles {α R : ℝ} (F : ℝ) (hα : 0 < α) (hR : 0 < R) (h : 2 * α < R ^ 3) :
    inducedDipole (pairPol α) (pairField R) (F, F)
      = (α * F / (1 - 2 * α / R ^ 3), α * F / (1 - 2 * α / R ^ 3)) := by
  have hlt : 2 * α / R ^ 3 < 1 := (div_lt_one (by positivity)).mpr h
  have hne : 1 - 2 * α / R ^ 3 ≠ 0 := by linarith
  obtain ⟨d, hd⟩ : ∃ d, d = α * F / (1 - 2 * α / R ^ 3) := ⟨_, rfl⟩
  have key : d * (1 - 2 * α / R ^ 3) = α * F := by
    rw [hd, div_mul_cancel₀ _ hne]
  rw [← hd]
  have hq := lt_of_le_of_lt (pair_norm_le hα hR) hlt
  refine (((induced_dipoles _ _ (F, F) hq).2.1 (d, d)).mp ?_).symm
  have e : d = α * (F + 2 / R ^ 3 * d) := by linear_combination key
  exact Prod.ext e e
```

For numbers, take α = 1, R = 2 and F = 3 in consistent units. Then 2α/R³ = 1/4 and

d = 3 / (1 − 1/4) = 4,

compared with αF = 3 for an isolated atom. Starting from zero, each update sends the common dipole x to 3 + x/4:

0, 3, 3.75, 3.9375, …

The errors are 4, 1, 0.25, 0.0625, …, each a quarter of the one before. At x = 3 the next change is 0.75, and the stopping criterion with 1/4 for q gives 0.75 / (3/4) = 1, which is the actual error.

## No solution at 2α = R³

When 2α = R³, the factor 2α/R³ equals one and the two equations become

m₁ = αF + m₂,
m₂ = αF + m₁.

Adding them leaves 0 = 2αF, which is impossible for F ≠ 0 because α = R³/2 is positive. The bound ‖AT‖ ≤ 1 still holds, so the hypothesis q < 1 of the general theorem can't be relaxed to q ≤ 1. This is the polarisation catastrophe of the point-dipole model: the mutual enhancement of the two dipoles has no finite self-consistent value.

In the proof, `h1` and `h2` are the two component equations, and `h3` is their sum, reduced to αF = 0.

```lean
/-- At `2 α = R ^ 3` the norm of `A T` is at most one, yet in a nonzero uniform axial field the
induced-dipole equation of the pair has no solution. -/
theorem polarisation_catastrophe {α R F : ℝ} (hR : 0 < R) (h : 2 * α = R ^ 3) (hF : F ≠ 0) :
    ‖pairPol α * pairField R‖ ≤ 1 ∧
      ¬ ∃ m, m = scfStep (pairPol α) (pairField R) (F, F) m := by
  have hR3 : 0 < R ^ 3 := by positivity
  have hα : 0 < α := by linarith
  have hone : 2 * α / R ^ 3 = 1 := by rw [h, div_self hR3.ne']
  refine ⟨hone ▸ pair_norm_le hα hR, ?_⟩
  rintro ⟨m, hm⟩
  have h1 : m.1 = α * (F + 2 / R ^ 3 * m.2) := congrArg Prod.fst hm
  have h2 : m.2 = α * (F + 2 / R ^ 3 * m.1) := congrArg Prod.snd hm
  -- adding the two equations leaves `α F = 0`
  have h3 : α * F = 0 := by
    linear_combination (-1 / 2) * h1 + (-1 / 2) * h2 - (m.1 + m.2) / 2 * hone
  exact (mul_ne_zero hα.ne' hF) h3

end

end InducedDipoles
```

The theorem concerns only this critical distance. For 2α > R³ the pair of equations is solvable again, but 1 − 2α/R³ is then negative and the dipoles point against the applied field, a sign that the point-dipole model is being used at too short a range.

```lean
#print axioms InducedDipoles.iterate_from_zero
#print axioms InducedDipoles.induced_dipoles_matrix
#print axioms InducedDipoles.pair_dipoles
#print axioms InducedDipoles.polarisation_catastrophe
```

```
'InducedDipoles.iterate_from_zero' depends on axioms: [propext, Classical.choice, Quot.sound]
'InducedDipoles.induced_dipoles_matrix' depends on axioms: [propext, Classical.choice, Quot.sound]
'InducedDipoles.pair_dipoles' depends on axioms: [propext, Classical.choice, Quot.sound]
'InducedDipoles.polarisation_catastrophe' depends on axioms: [propext, Classical.choice, Quot.sound]
```
